# The error of the (2n + 2)th Hamiltonian moment in CI truncated at level sn, as a squared norm

The Hamiltonian here is a finite Hermitian matrix `H` over determinants, each with an excitation level, and its elements vanish between determinants whose levels differ by more than `s`. For a reference determinant `r` of level 0, `next_moment_defect` compares the diagonal element of `H ^ (2 * n + 2)` at `r` with the same element after `H` has been truncated to levels at most `s * n`. It states that the exact moment minus the truncated one is the sum of |(Hⁿ⁺¹)ᵢᵣ|² over the determinants `i` above level `s * n`. The proof splits each power into two factors of order `n + 1`, writes both moments as sums over determinants, and compares them term by term. Above the cutoff the truncated term vanishes, and at or below it the two terms agree.

In Lean, a first try:

```lean
import Mathlib

open Matrix

namespace NextMomentDefect

variable {ι : Type*} [Fintype ι] [DecidableEq ι]

/-- The selection rule of an `s`-body Hamiltonian: matrix elements vanish between determinants
whose excitation levels differ by more than `s`. -/
def RankBounded (lev : ι → ℕ) (s : ℕ) (H : Matrix ι ι ℂ) : Prop :=
  ∀ i j, (lev i + s < lev j ∨ lev j + s < lev i) → H i j = 0

/-- The truncated CI Hamiltonian: matrix elements are kept between determinants of excitation
level at most `L`, and all others are set to zero. -/
def truncate (lev : ι → ℕ) (L : ℕ) (H : Matrix ι ι ℂ) : Matrix ι ι ℂ :=
  Matrix.of fun i j => if lev i ≤ L ∧ lev j ≤ L then H i j else 0

omit [Fintype ι] [DecidableEq ι] in
/-- Truncation preserves the selection rule. -/
theorem RankBounded.truncate {lev : ι → ℕ} {s : ℕ} {H : Matrix ι ι ℂ}
    (hH : RankBounded lev s H) (L : ℕ) :
    RankBounded lev s (truncate lev L H) := by
  intro i j h
  simp [NextMomentDefect.truncate, hH i j h]

/-- Applying an `s`-body Hamiltonian `k` times to a reference of level 0 reaches only
determinants of level at most `s * k`. -/
theorem krylov_support {lev : ι → ℕ} {s : ℕ} {H : Matrix ι ι ℂ} {r : ι}
    (hH : RankBounded lev s H) (hr : lev r = 0) (k : ℕ) :
    ∀ i, s * k < lev i → (H ^ k) i r = 0 := by
  induction k with
  | zero =>
    intro i hi
    have hne : i ≠ r := by
      rintro rfl
      omega
    rw [pow_zero, Matrix.one_apply_ne hne]
  | succ k ih =>
    intro i hi
    rw [Nat.mul_succ] at hi
    rw [pow_succ', Matrix.mul_apply]
    refine Finset.sum_eq_zero fun j _ => ?_
    by_cases hj : s * k < lev j
    · rw [ih j hj, mul_zero]
    · rw [hH i j (Or.inr (by omega)), zero_mul]

/-- For an `s`-body Hamiltonian truncated at level `s * n` and a reference of level 0, the exact
and truncated Krylov vectors up to order `n + 1` agree on all retained determinants. -/
theorem krylov_agree {lev : ι → ℕ} {s : ℕ} {H : Matrix ι ι ℂ} {r : ι}
    (hH : RankBounded lev s H) (hr : lev r = 0) (n k : ℕ) (hk : k ≤ n + 1) :
    ∀ i, lev i ≤ s * n → (truncate lev (s * n) H ^ k) i r = (H ^ k) i r := by
  induction k with
  | zero =>
    intro i _
    rw [pow_zero, pow_zero]
  | succ k ih =>
    intro i hi
    have hkn : s * k ≤ s * n := Nat.mul_le_mul_left s (by omega)
    rw [pow_succ', pow_succ', Matrix.mul_apply, Matrix.mul_apply]
    refine Finset.sum_congr rfl fun j _ => ?_
    by_cases hj : s * k < lev j
    · -- neither Krylov vector has reached this determinant
      rw [krylov_support hH hr k j hj, krylov_support (hH.truncate _) hr k j hj,
        mul_zero, mul_zero]
    · have hj' : lev j ≤ s * n := by omega
      rw [ih (by omega) j hj']
      simp [truncate, hi, hj']

/-- The row counterpart: for an `s`-body Hamiltonian truncated at level `s * n`, a reference of
level 0 and `k ≤ n + 1`, the exact and truncated bra-side Krylov vectors of order `k` agree on all
retained determinants, and both vanish above level `s * k`. -/
theorem krylov_row {lev : ι → ℕ} {s : ℕ} {H : Matrix ι ι ℂ} {r : ι}
    (hH : RankBounded lev s H) (hr : lev r = 0) (n k : ℕ) (hk : k ≤ n + 1) (i : ι) :
    (lev i ≤ s * n → (truncate lev (s * n) H ^ k) r i = (H ^ k) r i) ∧
    (s * k < lev i → (H ^ k) r i = 0 ∧ (truncate lev (s * n) H ^ k) r i = 0) := by
  have hT : RankBounded lev s Hᵀ := fun a b h => hH b a h.symm
  have ht : truncate lev (s * n) Hᵀ = (truncate lev (s * n) H)ᵀ := by
    ext a b
    simp [truncate, and_comm]
  have h1 := krylov_agree hT hr n k hk i
  have h2 := krylov_support hT hr k i
  have h3 := krylov_support (hT.truncate (s * n)) hr k i
  rw [ht] at h1 h3
  simp only [← Matrix.transpose_pow, Matrix.transpose_apply] at h1 h2 h3
  exact ⟨h1, fun h => ⟨h2 h, h3 h⟩⟩

/-- For a Hermitian `s`-body Hamiltonian and a reference of level 0, the exact moment of order
`2 * n + 2` minus the one truncated at level `s * n` is the squared norm of the part of
`H ^ (n + 1)` applied to the reference that lies above level `s * n`. -/
theorem next_moment_defect {lev : ι → ℕ} {s : ℕ} {H : Matrix ι ι ℂ} {r : ι}
    (hH : RankBounded lev s H) (hr : lev r = 0) (hherm : H.IsHermitian) (n : ℕ) :
    (H ^ (2 * n + 2)) r r - (truncate lev (s * n) H ^ (2 * n + 2)) r r =
      ((∑ i with s * n < lev i, ‖(H ^ (n + 1)) i r‖ ^ 2 : ℝ) : ℂ) := by
  have hsplit : 2 * n + 2 = (n + 1) + (n + 1) := by ring
  have hp : (H ^ (n + 1))ᴴ = H ^ (n + 1) := by
    rw [Matrix.conjTranspose_pow, hherm.eq]
  rw [hsplit, pow_add, pow_add, Matrix.mul_apply, Matrix.mul_apply,
    ← Finset.sum_sub_distrib, Finset.sum_filter, Complex.ofReal_sum]
  refine Finset.sum_congr rfl fun i _ => ?_
  by_cases hi : s * n < lev i
  · -- a discarded determinant: the truncated vector has no component here
    have hz : (truncate lev (s * n) H ^ (n + 1)) i r = 0 := by
      rw [pow_succ', Matrix.mul_apply]
      refine Finset.sum_eq_zero fun j _ => ?_
      simp [truncate, not_le_of_gt hi]
    have hs : (H ^ (n + 1)) r i = star ((H ^ (n + 1)) i r) := by
      rw [← Matrix.conjTranspose_apply, hp]
    rw [hz, mul_zero, sub_zero, if_pos hi, hs, Complex.ofReal_pow]
    exact Complex.conj_mul' _
  · have hi' : lev i ≤ s * n := by omega
    rw [(krylov_row hH hr n (n + 1) le_rfl i).1 hi',
      krylov_agree hH hr n (n + 1) le_rfl i hi', sub_self, if_neg hi, Complex.ofReal_zero]

end NextMomentDefect
```

Messages:

```
Main.lean:98:50: error: Tactic `rewrite` failed: Did not find an occurrence of the pattern
  (?m.203 * ?m.204) ?m.205 ?m.206
in the target expression
  ∑ j, (H ^ n * H ^ 1) r j * (H ^ n * H ^ 1) j r - (truncate lev (s * n) H ^ (n + 1 + (n + 1))) r r =
    ↑(∑ i with s * n < lev i, ‖(H ^ n * H ^ 1) i r‖ ^ 2)

ι : Type u_1
inst✝¹ : Fintype ι
inst✝ : DecidableEq ι
lev : ι → ℕ
s : ℕ
H : Matrix ι ι ℂ
r : ι
hH : RankBounded lev s H
hr : lev r = 0
hherm : H.IsHermitian
n : ℕ
hsplit : 2 * n + 2 = n + 1 + (n + 1)
hp : (H ^ (n + 1))ᴴ = H ^ (n + 1)
⊢ ∑ j, (H ^ n * H ^ 1) r j * (H ^ n * H ^ 1) j r - (truncate lev (s * n) H ^ (n + 1 + (n + 1))) r r =
    ↑(∑ i with s * n < lev i, ‖(H ^ n * H ^ 1) i r‖ ^ 2)

Note: The target expression is not type-correct under the `implicit` transparency level, which may have triggered the failure. This is usually caused by unfolding of semireducible definitions in prior tactic steps. Use `set_option linter.tacticCheckInstances true` to investigate the source of the issue.
Full error:
  function expected
    (H ^ n * H ^ 1) r
```

Diagnosis. The error is at the second `Matrix.mul_apply`, but the rewrite that went astray is the second `pow_add`. The first `pow_add` split `H ^ (n + 1 + (n + 1))` into `H ^ (n + 1) * H ^ (n + 1)`, as intended. The second was meant for the truncated matrix, but with no arguments given it matched `H ^ (n + 1)` and turned it into `H ^ n * H ^ 1` throughout the goal.

The truncated power was therefore still unsplit. Once the first `Matrix.mul_apply` had expanded the exact moment, the only matrix products left were inside sums, with entries that depend on the summation index, and `rw` cannot rewrite such terms. Lean's note suggests that a type-correctness problem may have triggered the failure, but the misdirected `pow_add` is enough to explain it.

The repair gives the second `pow_add` its matrix and exponents, so it splits the truncated power and the second `Matrix.mul_apply` has a product to expand. Giving the first `pow_add` its arguments only makes explicit the choice Lean had already made.

The repair, with which the file compiles:

```diff
@@ -96,5 +96,6 @@
   have hp : (H ^ (n + 1))ᴴ = H ^ (n + 1) := by
     rw [Matrix.conjTranspose_pow, hherm.eq]
-  rw [hsplit, pow_add, pow_add, Matrix.mul_apply, Matrix.mul_apply,
+  rw [hsplit, pow_add H (n + 1) (n + 1),
+    pow_add (truncate lev (s * n) H) (n + 1) (n + 1), Matrix.mul_apply, Matrix.mul_apply,
     ← Finset.sum_sub_distrib, Finset.sum_filter, Complex.ofReal_sum]
   refine Finset.sum_congr rfl fun i _ => ?_
```
